# For continuously differentiable unit-vector paths and gauge angles, equal end phase factors shift the Berry phase by an integer multiple of $2\pi$

**Q:** A quantum state carried along a path can have its phase re-chosen at every point. Before we ask what this does to the Berry phase: is the connection here real by definition, or a complex number that turns out to be real for unit vectors?

**A:** A complex number. The state $u(t)$ lies in any complex inner product space `H`, with $t$ real, and $A=i\langle u,u'\rangle$. As in bra-ket notation, `inner ℂ` is conjugate-linear in its first slot.

```lean
import Mathlib

open scoped Real ComplexConjugate

namespace BerryConnectionGauge

noncomputable section

variable {H : Type*} [NormedAddCommGroup H] [InnerProductSpace ℂ H]

/-- The Berry connection `A = i ⟨u, u'⟩` of a path of states `u`. -/
def berryConnection (u : ℝ → H) (t : ℝ) : ℂ :=
  Complex.I * inner ℂ (u t) (deriv u t)

/-- The Berry phase: the integral of the Berry connection from `a` to `b`. -/
def berryPhase (u : ℝ → H) (a b : ℝ) : ℂ :=
  ∫ t in a..b, berryConnection u t
```

**Q:** Textbooks usually keep the name "Berry phase" for closed loops.

**A:** Here `berryPhase` names the integral $\gamma=\int_a^b A\,dt$ on open paths too. The change of phase multiplies the state by $e^{i\theta(t)}$, with $\theta$ a real function.

```lean
/-- The phase factor `exp(i θ(t))`. -/
def phaseFactor (θ : ℝ → ℝ) (t : ℝ) : ℂ :=
  Complex.exp ((θ t : ℂ) * Complex.I)

/-- The gauge transformation `u ↦ exp(i θ) u`. -/
def gauge (θ : ℝ → ℝ) (u : ℝ → H) (t : ℝ) : H :=
  phaseFactor θ t • u t
```

Two facts about this factor are used below: it has modulus one, and its derivative is $e^{i\theta}\,i\theta'$ by the chain rule.

```lean
/-- A phase factor has modulus one. -/
theorem conj_phaseFactor_mul (θ : ℝ → ℝ) (t : ℝ) :
    conj (phaseFactor θ t) * phaseFactor θ t = 1 := by
  rw [mul_comm, Complex.mul_conj, Complex.normSq_eq_norm_sq, phaseFactor,
    Complex.norm_exp_ofReal_mul_I]
  simp

/-- The phase factor of a differentiable angle has derivative `exp(i θ) i θ'`. -/
theorem hasDerivAt_phaseFactor {θ : ℝ → ℝ} {θ' t : ℝ} (h : HasDerivAt θ θ' t) :
    HasDerivAt (phaseFactor θ) (phaseFactor θ t * ((θ' : ℂ) * Complex.I)) t :=
  (h.ofReal_comp.mul_const Complex.I).cexp
```

**Q:** Then why is $A$ real?

**A:** Differentiate $\langle u,u\rangle=1$:
$$0=\langle u,u'\rangle+\langle u',u\rangle=2\,\mathrm{Re}\langle u,u'\rangle .$$
So $\langle u,u'\rangle$ is imaginary and $i$ times it is real. In Lean, `h.unique` equates the two derivatives of the same constant function, and `Complex.I_mul_im` turns the imaginary part of $A$ into the real part of $\langle u,u'\rangle$.

```lean
/-- The Berry connection of a differentiable path of unit vectors is real. -/
theorem berryConnection_im {u : ℝ → H} {t : ℝ} (hu : DifferentiableAt ℝ u t)
    (hn : ∀ s, ‖u s‖ = 1) : (berryConnection u t).im = 0 := by
  -- differentiate the normalisation condition
  have h := hu.hasDerivAt.inner ℂ hu.hasDerivAt
  have hc : (fun s => inner ℂ (u s) (u s)) = fun _ => (1 : ℂ) := by
    funext s
    rw [inner_self_eq_norm_sq_to_K, hn s]
    simp
  rw [hc] at h
  have hr := congrArg Complex.re (h.unique (hasDerivAt_const t (1 : ℂ)))
  rw [← inner_conj_symm (deriv u t) (u t)] at hr
  simp only [Complex.add_re, Complex.conj_re, Complex.zero_re] at hr
  rw [berryConnection, Complex.I_mul_im]
  linarith
```

**Q:** Would normalisation at the single point $t$ be enough?

**A:** No. Take $u(t)=e^{t}v$ with $v$ a fixed unit vector. At $t=0$ the norm is one, yet $A(0)=i\langle v,v\rangle=i$.

**Q:** And the gauge law?

**A:** There the norm at $t$ alone is enough. With $\tilde u=e^{i\theta}u$, the product rule gives $\tilde u'=e^{i\theta}(u'+i\theta' u)$, hence
$$i\langle\tilde u,\tilde u'\rangle=i\,e^{-i\theta}e^{i\theta}\bigl(\langle u,u'\rangle+i\theta'\langle u,u\rangle\bigr)=A-\theta'.$$
In the proof, `hd` is the product rule, `h1` is $\langle u,u\rangle=1$, and the last step cancels the phase factors and uses $i^2=-1$.

```lean
/-- Where `u` is normalised and `u` and `θ` are differentiable, the gauge transformation
`u ↦ exp(i θ) u` changes the Berry connection from `A` to `A - θ'`. -/
theorem berryConnection_gauge {u : ℝ → H} {θ : ℝ → ℝ} {t : ℝ}
    (hu : DifferentiableAt ℝ u t) (hθ : DifferentiableAt ℝ θ t) (hn : ‖u t‖ = 1) :
    berryConnection (gauge θ u) t = berryConnection u t - ((deriv θ t : ℝ) : ℂ) := by
  have hd : HasDerivAt (gauge θ u) _ t :=
    (hasDerivAt_phaseFactor hθ.hasDerivAt).smul hu.hasDerivAt
  have h1 : inner ℂ (u t) (u t) = (1 : ℂ) := by
    rw [inner_self_eq_norm_sq_to_K, hn]
    simp
  rw [berryConnection, berryConnection, hd.deriv]
  simp only [gauge, inner_add_right, inner_smul_left, inner_smul_right, h1]
  -- the phase factors cancel, and `i * i = -1` gives the sign of the shift
  linear_combination (Complex.I * inner ℂ (u t) (deriv u t)
    + ((deriv θ t : ℝ) : ℂ) * Complex.I ^ 2) * conj_phaseFactor_mul θ t
    + ((deriv θ t : ℝ) : ℂ) * Complex.I_sq
```

**Q:** That is local. What happens to the integral?

**A:** Integrating $A-\theta'$ gives $\tilde\gamma=\gamma-(\theta(b)-\theta(a))$. Continuous differentiability, assumed on the whole real line, makes both terms continuous and so integrable; `hint` is the fundamental theorem of calculus for $\theta$.

```lean
/-- For a continuously differentiable path of unit vectors and a continuously differentiable
angle `θ`, the gauge transformation lowers the Berry phase by `θ(b) - θ(a)`. -/
theorem berryPhase_gauge {u : ℝ → H} {θ : ℝ → ℝ} (hu : ContDiff ℝ 1 u)
    (hθ : ContDiff ℝ 1 θ) (hn : ∀ t, ‖u t‖ = 1) (a b : ℝ) :
    berryPhase (gauge θ u) a b = berryPhase u a b - ((θ b : ℂ) - (θ a : ℂ)) := by
  obtain ⟨hu1, hu2⟩ := contDiff_one_iff_deriv.1 hu
  obtain ⟨hθ1, hθ2⟩ := contDiff_one_iff_deriv.1 hθ
  have hA : Continuous (berryConnection u) :=
    continuous_const.mul (continuous_inner.comp (hu1.continuous.prodMk hu2))
  have hθc : Continuous (fun t : ℝ => ((deriv θ t : ℝ) : ℂ)) :=
    Complex.continuous_ofReal.comp hθ2
  -- fundamental theorem of calculus for the angle
  have hint : ∫ t in a..b, ((deriv θ t : ℝ) : ℂ) = (θ b : ℂ) - (θ a : ℂ) :=
    intervalIntegral.integral_eq_sub_of_hasDerivAt (f := fun t => (θ t : ℂ))
      (fun t _ => (hθ1 t).hasDerivAt.ofReal_comp) (hθc.intervalIntegrable a b)
  unfold berryPhase
  rw [← hint, ← intervalIntegral.integral_sub (hA.intervalIntegrable a b)
    (hθc.intervalIntegrable a b)]
  exact intervalIntegral.integral_congr
    (fun t _ => berryConnection_gauge (hu1 t) (hθ1 t) (hn t))
```

**Q:** Where does the integer come from?

**A:** From the period of the exponential: $e^{i\theta(b)}=e^{i\theta(a)}$ holds exactly when $\theta(b)-\theta(a)=2\pi n$ for some integer $n$. The theorem is therefore an equivalence. Its proof passes between the two equations by cancelling or multiplying by a factor of $i$.

```lean
/-- For a continuously differentiable path of unit vectors and a continuously differentiable
angle, the Berry phase changes by an integer multiple of `2π` exactly when the phase factor
takes the same value at both ends. -/
theorem berryPhase_gauge_iff {u : ℝ → H} {θ : ℝ → ℝ} (hu : ContDiff ℝ 1 u)
    (hθ : ContDiff ℝ 1 θ) (hn : ∀ t, ‖u t‖ = 1) (a b : ℝ) :
    phaseFactor θ b = phaseFactor θ a ↔
      ∃ n : ℤ, berryPhase (gauge θ u) a b = berryPhase u a b - 2 * (π : ℂ) * (n : ℂ) := by
  rw [berryPhase_gauge hu hθ hn]
  unfold phaseFactor
  rw [Complex.exp_eq_exp_iff_exists_int]
  refine exists_congr fun n => ⟨fun h => ?_, fun h => ?_⟩
  · have h' : (θ b : ℂ) = (θ a : ℂ) + (n : ℂ) * (2 * (π : ℂ)) :=
      mul_right_cancel₀ Complex.I_ne_zero (by linear_combination h)
    linear_combination -h'
  · linear_combination (-Complex.I) * h
```

Since $e^{-2\pi i n}=1$, equal end factors leave $e^{i\gamma}$ unchanged.

```lean
/-- For a continuously differentiable path of unit vectors, `exp(i γ)` with `γ` the Berry phase
is unchanged by a continuously differentiable gauge angle whose phase factor agrees at both
ends. -/
theorem exp_berryPhase_gauge {u : ℝ → H} {θ : ℝ → ℝ} (hu : ContDiff ℝ 1 u)
    (hθ : ContDiff ℝ 1 θ) (hn : ∀ t, ‖u t‖ = 1) {a b : ℝ}
    (hab : phaseFactor θ b = phaseFactor θ a) :
    Complex.exp (Complex.I * berryPhase (gauge θ u) a b)
      = Complex.exp (Complex.I * berryPhase u a b) := by
  obtain ⟨n, h⟩ := (berryPhase_gauge_iff hu hθ hn a b).1 hab
  rw [h]
  exact Complex.exp_eq_exp_iff_exists_int.2 ⟨-n, by push_cast; ring⟩
```

Every $n$ occurs: $\theta(t)=2\pi nt$ has $\theta(1)-\theta(0)=2\pi n$. The equality of its end factors then follows from the converse half of the equivalence.

```lean
/-- Every integer occurs: for a continuously differentiable path of unit vectors, the angle
`θ(t) = 2πnt` has equal phase factors at 0 and 1 and lowers the Berry phase by `2πn`. -/
theorem berryPhase_gauge_winding {u : ℝ → H} (hu : ContDiff ℝ 1 u)
    (hn : ∀ t, ‖u t‖ = 1) (n : ℤ) :
    phaseFactor (fun t => 2 * π * n * t) 1 = phaseFactor (fun t => 2 * π * n * t) 0 ∧
      berryPhase (gauge (fun t => 2 * π * n * t) u) 0 1
        = berryPhase u 0 1 - 2 * (π : ℂ) * (n : ℂ) := by
  have hθ : ContDiff ℝ 1 (fun t : ℝ => 2 * π * n * t) := by fun_prop
  have h : berryPhase (gauge (fun t => 2 * π * n * t) u) 0 1
      = berryPhase u 0 1 - 2 * (π : ℂ) * (n : ℂ) := by
    rw [berryPhase_gauge hu hθ hn]
    push_cast
    ring
  exact ⟨(berryPhase_gauge_iff hu hθ hn 0 1).2 ⟨n, h⟩, h⟩
```

**Q:** I see no Hamiltonian. Where is the physics?

**A:** The path $u$ is given. Identifying it with a non-degenerate instantaneous eigenstate followed adiabatically around a cycle, with phases chosen so that the vector is the same at both ends, is a step you must supply. Another case is one isolated band of non-interacting electrons in one dimension, with $u$ the cell-periodic Bloch state and $t$ the crystal momentum across the Brillouin zone. If the phases are chosen so that the full Bloch function is the same at both ends of the zone, $\gamma$ fixes the Wannier centre up to a lattice vector, and $n$ is that ambiguity.

**Q:** Show me a case with a definite phase.

**A:** Take a two-level state at polar angle $\beta$ on the Bloch sphere, carried once around the axis:
$$u=\cos\tfrac{\beta}{2}\,e_0+\sin\tfrac{\beta}{2}\,e^{2\pi it}e_1 .$$

```lean
/-- The path of vectors `cos(β/2) e₀ + sin(β/2) exp(2πit) e₁`. -/
def spinLoop (β : ℝ) (e₀ e₁ : H) (t : ℝ) : H :=
  (Real.cos (β / 2) : ℂ) • e₀
    + ((Real.sin (β / 2) : ℂ) * phaseFactor (fun s => 2 * π * s) t) • e₁
```

Only the second term moves, so $u'=2\pi i\sin\tfrac{\beta}{2}\,e^{2\pi it}e_1$. As $e_0\perp e_1$ and $\|e_1\|=1$,
$$A=i\cdot 2\pi i\sin^2\tfrac{\beta}{2}=-\pi(1-\cos\beta).$$
This is constant (`hc`, with the half-angle identity in `hs`), so its integral over $[0,1]$ has the same value. The theorem doesn't use the norm of $e_0$; for a normalised state, take it to be one.

```lean
/-- For orthogonal `e₀` and `e₁` with `e₁` normalised, the integral of the Berry connection of the
path `spinLoop β e₀ e₁` from 0 to 1 is `-π (1 - cos β)`. -/
theorem berryPhase_spinLoop (β : ℝ) {e₀ e₁ : H} (h01 : inner ℂ e₀ e₁ = (0 : ℂ))
    (h1 : ‖e₁‖ = 1) :
    berryPhase (spinLoop β e₀ e₁) 0 1 = ((-π * (1 - Real.cos β) : ℝ) : ℂ) := by
  have h11 : inner ℂ e₁ e₁ = (1 : ℂ) := by
    rw [inner_self_eq_norm_sq_to_K, h1]
    simp
  have hs : 1 - Real.cos β = 2 * Real.sin (β / 2) ^ 2 := by
    have h := Real.cos_two_mul (β / 2)
    rw [show 2 * (β / 2) = β by ring] at h
    linarith [Real.sin_sq_add_cos_sq (β / 2)]
  -- the connection is constant along the loop
  have hc : ∀ t, berryConnection (spinLoop β e₀ e₁) t
      = ((-π * (1 - Real.cos β) : ℝ) : ℂ) := by
    intro t
    have hθ : HasDerivAt (fun s : ℝ => 2 * π * s) (2 * π) t := by
      have h := (hasDerivAt_id' t).const_mul (2 * π)
      rwa [mul_one] at h
    have hd : HasDerivAt (spinLoop β e₀ e₁) _ t :=
      (((hasDerivAt_phaseFactor hθ).const_mul (Real.sin (β / 2) : ℂ)).smul_const e₁).const_add
        ((Real.cos (β / 2) : ℂ) • e₀)
    rw [berryConnection, hd.deriv, hs]
    simp only [spinLoop, inner_add_left, inner_smul_left, inner_smul_right, h01, h11,
      map_mul, Complex.conj_ofReal]
    push_cast
    linear_combination (2 * (π : ℂ) * Complex.sin ((β : ℂ) / 2) ^ 2 * Complex.I ^ 2)
      * conj_phaseFactor_mul (fun s => 2 * π * s) t
      + (2 * (π : ℂ) * Complex.sin ((β : ℂ) / 2) ^ 2) * Complex.I_sq
  unfold berryPhase
  simp only [hc, intervalIntegral.integral_const, sub_zero, one_smul]

end

end BerryConnectionGauge
```

**Q:** And in numbers?

**A:** For $\beta=\pi/3$, $\sin^2(\pi/6)=1/4$, so $\gamma=-2\pi/4=-\pi/2$. The gauge angle $\theta=2\pi t$ changes this to $-5\pi/2$. Both values give $e^{i\gamma}=-i$.

```lean
#print axioms BerryConnectionGauge.berryConnection_im
#print axioms BerryConnectionGauge.exp_berryPhase_gauge
#print axioms BerryConnectionGauge.berryPhase_gauge_winding
#print axioms BerryConnectionGauge.berryPhase_spinLoop
```

```
'BerryConnectionGauge.berryConnection_im' depends on axioms: [propext, Classical.choice, Quot.sound]
'BerryConnectionGauge.exp_berryPhase_gauge' depends on axioms: [propext, Classical.choice, Quot.sound]
'BerryConnectionGauge.berryPhase_gauge_winding' depends on axioms: [propext, Classical.choice, Quot.sound]
'BerryConnectionGauge.berryPhase_spinLoop' depends on axioms: [propext, Classical.choice, Quot.sound]
```
